# In a finite real basis, the Hartree-Fock energy changes at the initial rate 2 tr(YᵀFC) when the spin orbitals C move along Y and stay orthonormal to first order

Q: Suppose I displace the occupied orbitals slightly during a Hartree-Fock calculation. The density changes, and so does the mean field that the electrons feel. Why should the initial slope of the energy contain only the Fock matrix of the old density?

A: Because the change of the mean field is already counted. Let the columns of C hold the occupied spin orbitals, orthonormal at the start, let Y be a displacement that keeps them orthonormal to first order, and write

D = CCᵀ, P = YCᵀ + CYᵀ, Z = YYᵀ.

Then (C + tY)(C + tY)ᵀ is exactly D + tP + t²Z, which agrees with the density of the displaced determinant to first order in t. With one-electron matrix h and Coulomb-minus-exchange matrix G(D), the energy and Fock matrix are

E(D) = tr(hD) + ½ tr(D G(D)), F = h + G(D).

Since G is linear, the term of order t in the energy is

tr(hP) + ½ tr(P G(D)) + ½ tr(D G(P)).

The last term is the response of the field. The symmetry of the integrals makes it equal to the one before it, so the sum is tr(FP). As F is symmetric,

tr(FYCᵀ) = tr(CYᵀF) = tr(FCYᵀ) = tr(YᵀFC),

and both halves of P contribute the same amount. The slope is 2 tr(YᵀFC).

Q: Which objects in the code carry this physics?

A: The type `ι` labels the basis functions, spin included, and `κ` the occupied spin orbitals. Both are finite, and all matrices are real.

In Lean 4 with Mathlib:

```lean
import Mathlib

open Matrix

namespace HartreeFockOrbitalGradient

noncomputable section

variable {ι κ : Type*} [Fintype ι] [Fintype κ]
```

The array `g p q r s` is (pq|rs), with p and q belonging to the same electron. Two symmetries generate all eight permutations.

```lean
/-- Symmetry of real two-electron integrals (pq|rs): exchange within the first pair and
exchange of the two pairs, which together generate all eight permutations. -/
structure Eightfold (g : ι → ι → ι → ι → ℝ) : Prop where
  bra : ∀ p q r s, g p q r s = g q p r s
  swap : ∀ p q r s, g p q r s = g r s p q
```

The mean field is

G(D)_pq = Σ_rs [(pq|rs) − (pr|qs)] D_rs.

Each spin orbital has occupation one, so there are no closed-shell factors of two.

```lean
/-- The Coulomb minus exchange matrix of a density `D` over spin orbitals. -/
def meanField (g : ι → ι → ι → ι → ℝ) (D : Matrix ι ι ℝ) : Matrix ι ι ℝ :=
  Matrix.of fun p q => ∑ r, ∑ s, (g p q r s - g p r q s) * D r s

/-- The Fock matrix: one-electron part plus mean field. -/
def fock (h : Matrix ι ι ℝ) (g : ι → ι → ι → ι → ℝ) (D : Matrix ι ι ℝ) : Matrix ι ι ℝ :=
  h + meanField g D
```

The energy omits the nuclear repulsion, which is constant here.

```lean
/-- The Hartree-Fock energy of a density matrix. -/
def energy (h : Matrix ι ι ℝ) (g : ι → ι → ι → ι → ℝ) (D : Matrix ι ι ℝ) : ℝ :=
  trace (h * D) + 1 / 2 * trace (D * meanField g D)
```

The last two definitions are D and P.

```lean
/-- The density matrix of the orbitals in the columns of `C`. -/
def density (C : Matrix ι κ ℝ) : Matrix ι ι ℝ := C * Cᵀ

/-- The first-order change of the density when the orbitals `C` move along `Y`. -/
def response (C Y : Matrix ι κ ℝ) : Matrix ι ι ℝ := Y * Cᵀ + C * Yᵀ
```

Q: Do any sensible integrals satisfy `Eightfold`?

A: Density-fitted ones do, if their three-index factors are symmetric in the orbital pair. In this theorem `κ` labels the auxiliary functions instead of the occupied orbitals.

```lean
omit [Fintype ι] in
/-- Density-fitted integrals, built from symmetric three-index factors, have the eightfold
symmetry. -/
theorem eightfold_witness (L : κ → Matrix ι ι ℝ) (hL : ∀ k, (L k).IsSymm) :
    Eightfold (fun p q r s => ∑ k, L k p q * L k r s) where
  bra p q r s := Finset.sum_congr rfl fun k _ => by rw [(hL k).apply q p]
  swap p q r s := Finset.sum_congr rfl fun k _ => mul_comm _ _
```

Q: You used the symmetry to equate two interaction terms. Show me that step.

A: Written out, the trace is

tr(A G(B)) = Σ_pqrs A_pq [(qp|rs) − (qr|ps)] B_rs.

In tr(B G(A)), exchange the names of the pairs pq and rs. The bracket becomes (sr|pq) − (sp|rq), which the permutations turn back into (qp|rs) − (qr|ps). The first lemma below renames the sums; `e1` and `e2` in the second are the two integral identities.

```lean
private lemma sum_pair_swap (f : ι → ι → ι → ι → ℝ) :
    ∑ p, ∑ q, ∑ r, ∑ s, f p q r s = ∑ p, ∑ q, ∑ r, ∑ s, f r s p q :=
  calc ∑ p, ∑ q, ∑ r, ∑ s, f p q r s
      = ∑ p, ∑ r, ∑ q, ∑ s, f p q r s := Finset.sum_congr rfl fun _ _ => Finset.sum_comm
    _ = ∑ r, ∑ p, ∑ q, ∑ s, f p q r s := Finset.sum_comm
    _ = ∑ r, ∑ p, ∑ s, ∑ q, f p q r s :=
        Finset.sum_congr rfl fun _ _ => Finset.sum_congr rfl fun _ _ => Finset.sum_comm
    _ = ∑ r, ∑ s, ∑ p, ∑ q, f p q r s := Finset.sum_congr rfl fun _ _ => Finset.sum_comm

/-- Reciprocity: the interaction of `A` with the mean field of `B` equals that of `B` with
the mean field of `A`. -/
theorem meanField_reciprocity {g : ι → ι → ι → ι → ℝ} (hg : Eightfold g)
    (A B : Matrix ι ι ℝ) : trace (A * meanField g B) = trace (B * meanField g A) := by
  have key : ∀ A B : Matrix ι ι ℝ, trace (A * meanField g B) =
      ∑ p, ∑ q, ∑ r, ∑ s, A p q * ((g q p r s - g q r p s) * B r s) := by
    intro A B
    simp only [trace, diag_apply, mul_apply, meanField, of_apply, Finset.mul_sum]
  have ket : ∀ p q r s, g p q r s = g p q s r := fun p q r s => by
    rw [hg.swap p q r s, hg.bra r s p q, hg.swap s r p q]
  rw [key A B, key B A]
  refine (sum_pair_swap _).trans ?_
  refine Finset.sum_congr rfl fun p _ => Finset.sum_congr rfl fun q _ =>
    Finset.sum_congr rfl fun r _ => Finset.sum_congr rfl fun s _ => ?_
  have e1 : g s r p q = g q p r s := by
    rw [hg.swap s r p q, hg.bra p q s r, ket q p s r]
  have e2 : g s p r q = g q r p s := by
    rw [hg.swap s p r q, hg.bra r q s p, ket q r s p]
  show A r s * ((g s r p q - g s p r q) * B p q) = B p q * ((g q p r s - g q r p s) * A r s)
  rw [e1, e2]
  ring
```

Q: And the symmetry of F?

A: The real one-electron matrix h is assumed symmetric, as hermiticity requires. The Coulomb part of G is symmetric because (qp|rs) = (pq|rs). For exchange, use (qr|ps) = (ps|qr), swap the names r and s, and use D_sr = D_rs. The density CCᵀ is symmetric, as the second lemma records.

```lean
/-- The Fock matrix of a symmetric density is symmetric. -/
theorem fock_isSymm {h : Matrix ι ι ℝ} {g : ι → ι → ι → ι → ℝ} (hh : h.IsSymm)
    (hg : Eightfold g) {D : Matrix ι ι ℝ} (hD : D.IsSymm) : (fock h g D).IsSymm := by
  refine hh.add ?_
  ext p q
  simp only [transpose_apply, meanField, of_apply, sub_mul, Finset.sum_sub_distrib]
  congr 1
  · exact Finset.sum_congr rfl fun r _ => Finset.sum_congr rfl fun s _ => by
      rw [hg.bra q p r s]
  · refine Finset.sum_comm.trans ?_
    exact Finset.sum_congr rfl fun a _ => Finset.sum_congr rfl fun b _ => by
      rw [hg.swap q b p a, hD.apply a b]

omit [Fintype ι] in
private lemma density_isSymm (C : Matrix ι κ ℝ) : (density C).IsSymm := by
  rw [Matrix.IsSymm, density, transpose_mul, transpose_transpose]
```

Next come the linearity of G and the trace identity for P. In the latter, `h2` is the transposition step and `h1` the cyclic one.

```lean
private lemma meanField_linear (g : ι → ι → ι → ι → ℝ) (A B Z : Matrix ι ι ℝ) (t u : ℝ) :
    meanField g (A + t • B + u • Z) =
      meanField g A + t • meanField g B + u • meanField g Z := by
  ext p q
  simp only [meanField, of_apply, Matrix.add_apply, Matrix.smul_apply, smul_eq_mul, Finset.mul_sum,
    ← Finset.sum_add_distrib]
  exact Finset.sum_congr rfl fun r _ => Finset.sum_congr rfl fun s _ => by ring

/-- A symmetric matrix `F` traced with the first-order density change gives
twice the trace of `Yᵀ F C`. -/
theorem trace_mul_response {F : Matrix ι ι ℝ} (hF : F.IsSymm) (C Y : Matrix ι κ ℝ) :
    trace (F * response C Y) = 2 * trace (Yᵀ * F * C) := by
  have h1 : trace (F * (C * Yᵀ)) = trace (Yᵀ * F * C) := by
    rw [← Matrix.mul_assoc, Matrix.trace_mul_comm, ← Matrix.mul_assoc]
  have h2 : trace (F * (Y * Cᵀ)) = trace (F * (C * Yᵀ)) := by
    rw [← trace_transpose (F * (Y * Cᵀ)), transpose_mul, transpose_mul,
      transpose_transpose, hF.eq, Matrix.trace_mul_comm]
  rw [response, Matrix.mul_add, trace_add, h2, h1]
  ring
```

Q: Does the proof discard higher orders in t?

A: No, it keeps them all. Collecting powers by hand gives these coefficients:

t²: tr(YᵀFY) + ½ tr(P G(P))

t³: tr(P G(Z))

t⁴: ½ tr(Z G(Z))

In the t² term, reciprocity combines the interactions of D with Z, and tr(FZ) = tr(YᵀFY). These coefficients belong to the energy formula at (C + tY)(C + tY)ᵀ. From order t² on they need not be those of the displaced determinant's energy, because the orbitals C + tY lose their orthonormality at that order. In the proof, `hD` expands the density, and the final `linear_combination` adds the reciprocity identities and two cyclic trace identities with the right weights.

```lean
/-- Along a straight line in orbital space the Hartree-Fock energy is a polynomial of degree at most
four, with the coefficients given here. -/
theorem energy_expansion {h : Matrix ι ι ℝ} {g : ι → ι → ι → ι → ℝ} (hh : h.IsSymm)
    (hg : Eightfold g) (C Y : Matrix ι κ ℝ) (t : ℝ) :
    energy h g (density (C + t • Y)) = energy h g (density C)
      + t * (2 * trace (Yᵀ * fock h g (density C) * C))
      + t ^ 2 * (trace (Yᵀ * fock h g (density C) * Y)
          + 1 / 2 * trace (response C Y * meanField g (response C Y)))
      + t ^ 3 * trace (response C Y * meanField g (density Y))
      + t ^ 4 * (1 / 2 * trace (density Y * meanField g (density Y))) := by
  have hD : density (C + t • Y) = density C + t • response C Y + t ^ 2 • density Y := by
    simp only [density, response, transpose_add, transpose_smul, Matrix.add_mul,
      Matrix.mul_add, Matrix.smul_mul, Matrix.mul_smul]
    module
  have hZ : ∀ F : Matrix ι ι ℝ, trace (Yᵀ * F * Y) = trace (F * density Y) := fun F => by
    rw [density, ← Matrix.mul_assoc F Y, Matrix.trace_mul_comm (F * Y), ← Matrix.mul_assoc]
  rw [← trace_mul_response (fock_isSymm hh hg (density_isSymm C)) C Y, hZ, hD]
  -- reciprocity merges the mixed interaction terms
  have r1 := meanField_reciprocity hg (density C) (response C Y)
  have r2 := meanField_reciprocity hg (density C) (density Y)
  have r3 := meanField_reciprocity hg (response C Y) (density Y)
  have c1 := Matrix.trace_mul_comm (meanField g (density C)) (response C Y)
  have c2 := Matrix.trace_mul_comm (meanField g (density C)) (density Y)
  simp only [energy, fock, meanField_linear, Matrix.mul_add, Matrix.add_mul,
    Matrix.smul_mul, Matrix.mul_smul, trace_add, trace_smul, smul_eq_mul]
  linear_combination t / 2 * r1 - t * c1 + t ^ 2 / 2 * r2 - t ^ 2 * c2 - t ^ 3 / 2 * r3
```

The derivative of this polynomial at t = 0 is its linear coefficient.

```lean
private lemma quartic_deriv (a b c d e : ℝ) :
    HasDerivAt (fun t : ℝ => a + t * b + t ^ 2 * c + t ^ 3 * d + t ^ 4 * e) b 0 :=
  (((((hasDerivAt_const (0 : ℝ) a).fun_add ((hasDerivAt_id' (0 : ℝ)).mul_const b)).fun_add
    ((hasDerivAt_pow 2 (0 : ℝ)).mul_const c)).fun_add
    ((hasDerivAt_pow 3 (0 : ℝ)).mul_const d)).fun_add
    ((hasDerivAt_pow 4 (0 : ℝ)).mul_const e)).congr_deriv (by norm_num)
```

`HasDerivAt` then says that the energy, as a function of t, is differentiable at 0 with the stated slope.

```lean
/-- Orbital gradient: when the orbitals `C` move along `Y`, the energy changes at the
initial rate `2 tr(Yᵀ F C)`, with `F` the Fock matrix of `C Cᵀ`. -/
theorem orbital_gradient {h : Matrix ι ι ℝ} {g : ι → ι → ι → ι → ℝ} (hh : h.IsSymm)
    (hg : Eightfold g) (C Y : Matrix ι κ ℝ) :
    HasDerivAt (fun t : ℝ => energy h g (density (C + t • Y)))
      (2 * trace (Yᵀ * fock h g (density C) * C)) 0 := by
  simp only [energy_expansion hh hg C Y]
  exact quartic_deriv _ _ _ _ _
```

For real orbitals in a finite basis, a gradient-based energy minimisation over orthonormal orbitals can use this slope along the directions that keep orthonormality to first order. A finite difference of the energy formula can test it.

Q: But the gradient theorem in the code never requires C to be orthonormal. Is E still the energy of a determinant?

A: In general it is not. The gradient theorem differentiates the energy formula for any C and Y. In the code, orthonormality enters with the stationarity theorem, which takes a symmetric overlap matrix S, assumes CᵀSC = 1, and admits only directions with

YᵀSC + CᵀSY = 0.

Along such a line orthonormality fails only at order t². The theorem says that the slope vanishes for all these Y exactly when

FC = SCε, ε = CᵀFC.

Q: The Roothaan equation I know has orbital energies on a diagonal.

A: Here ε is the full symmetric matrix of Lagrange multipliers; choosing orbitals that diagonalise it gives the familiar form. The theorem characterises stationary points. It does not say that one exists, that it is a minimum, or that an SCF iteration finds it.

Q: How does a vanishing slope force a matrix equation?

A: Test it with the equation's own residual, made admissible by a projection:

R = FC − SCε, Y = R − CCᵀSR.

From CᵀSC = 1 we get CᵀR = 0 and CᵀSY = 0, and transposing the latter gives YᵀSC = 0. Therefore

YᵀFC = YᵀR + YᵀSCε = RᵀR.

The slope is 2 tr(RᵀR), twice the sum of the squared entries of R. If it vanishes, so does R, by this lemma:

```lean
private lemma eq_zero_of_trace (R : Matrix ι κ ℝ) (h : trace (Rᵀ * R) = 0) : R = 0 := by
  have h0 : ∑ i, ∑ j, R j i * R j i = 0 := by
    simpa only [trace, diag_apply, mul_apply, transpose_apply] using h
  ext j i
  have h1 := (Finset.sum_eq_zero_iff_of_nonneg (fun i _ =>
    Finset.sum_nonneg fun j _ => mul_self_nonneg (R j i))).1 h0 i (Finset.mem_univ i)
  have h2 := (Finset.sum_eq_zero_iff_of_nonneg (fun j _ =>
    mul_self_nonneg (R j i))).1 h1 j (Finset.mem_univ j)
  exact mul_self_eq_zero.1 h2
```

Conversely, suppose that FC = SCε, and set A = YᵀSC. The condition on Y makes A antisymmetric, while ε is symmetric, so

tr(YᵀFC) = tr(Aε) = tr(εAᵀ) = −tr(εA) = −tr(Aε) = 0.

In the code, `hCR`, `hY1`, `hY2`, `hYR` and `hFC` follow the first argument in that order. There, `unique` equates the computed slope with the assumed zero. In the second argument, `h2` is the sign reversal.

```lean
/-- For orbitals orthonormal in the overlap `S`, the energy is stationary along all directions
that keep orthonormality to first order exactly when `F C = S C ε` with `ε = Cᵀ F C`. -/
theorem stationary_iff_roothaan [DecidableEq κ] {h S : Matrix ι ι ℝ}
    {g : ι → ι → ι → ι → ℝ} (hh : h.IsSymm) (hg : Eightfold g) (hS : S.IsSymm)
    (C : Matrix ι κ ℝ) (hC : Cᵀ * S * C = 1) :
    (∀ Y : Matrix ι κ ℝ, Yᵀ * S * C + Cᵀ * S * Y = 0 →
      HasDerivAt (fun t : ℝ => energy h g (density (C + t • Y))) 0 0) ↔
    fock h g (density C) * C = S * C * (Cᵀ * fock h g (density C) * C) := by
  have hF := fock_isSymm hh hg (density_isSymm C)
  have grad := orbital_gradient hh hg C
  generalize fock h g (density C) = F at hF grad ⊢
  constructor
  · intro hst
    -- the residual R, projected onto the allowed directions, is the test direction Y
    obtain ⟨R, hR⟩ : ∃ R, R = F * C - S * C * (Cᵀ * F * C) := ⟨_, rfl⟩
    obtain ⟨Y, hY⟩ : ∃ Y, Y = R - C * (Cᵀ * S * R) := ⟨_, rfl⟩
    have hCR : Cᵀ * R = 0 := by
      have h1 : Cᵀ * (S * C * (Cᵀ * F * C)) = Cᵀ * F * C := by
        rw [← Matrix.mul_assoc Cᵀ (S * C), ← Matrix.mul_assoc Cᵀ S C, hC, Matrix.one_mul]
      rw [hR, Matrix.mul_sub, h1, Matrix.mul_assoc, sub_self]
    have hY1 : Cᵀ * S * Y = 0 := by
      rw [hY, Matrix.mul_sub, ← Matrix.mul_assoc (Cᵀ * S) C, hC, Matrix.one_mul, sub_self]
    have hY2 : Yᵀ * S * C = 0 := by
      have h1 := congrArg transpose hY1
      simpa only [transpose_mul, transpose_transpose, hS.eq, transpose_zero,
        ← Matrix.mul_assoc] using h1
    have hYR : Yᵀ * R = Rᵀ * R := by
      rw [hY, transpose_sub, transpose_mul C, Matrix.sub_mul, Matrix.mul_assoc _ Cᵀ R, hCR,
        Matrix.mul_zero, sub_zero]
    have e : F * C = R + S * C * (Cᵀ * F * C) := by rw [hR, sub_add_cancel]
    have hFC : Yᵀ * F * C = Rᵀ * R :=
      calc Yᵀ * F * C = Yᵀ * (F * C) := Matrix.mul_assoc _ _ _
        _ = Yᵀ * (R + S * C * (Cᵀ * F * C)) := congrArg (fun M => Yᵀ * M) e
        _ = Yᵀ * R + Yᵀ * S * C * (Cᵀ * F * C) := by
            simp only [Matrix.mul_add, Matrix.mul_assoc]
        _ = Rᵀ * R := by rw [hY2, Matrix.zero_mul, add_zero, hYR]
    have h0 := (grad Y).unique (hst Y (by rw [hY2, hY1, add_zero]))
    have hR0 : R = 0 := eq_zero_of_trace R (by rw [← hFC]; linarith)
    rw [hR] at hR0
    exact sub_eq_zero.1 hR0
  · intro hroot Y hY
    -- an antisymmetric matrix traced with the symmetric multiplier matrix vanishes
    have hA : Cᵀ * S * Y = -(Yᵀ * S * C) := eq_neg_of_add_eq_zero_right hY
    have hE : (Cᵀ * F * C)ᵀ = Cᵀ * F * C := by
      simp only [transpose_mul, transpose_transpose, hF.eq, Matrix.mul_assoc]
    have hT : (Yᵀ * S * C)ᵀ = Cᵀ * S * Y := by
      simp only [transpose_mul, transpose_transpose, hS.eq, Matrix.mul_assoc]
    have h1 : Yᵀ * F * C = Yᵀ * S * C * (Cᵀ * F * C) :=
      calc Yᵀ * F * C = Yᵀ * (F * C) := Matrix.mul_assoc _ _ _
        _ = Yᵀ * (S * C * (Cᵀ * F * C)) := congrArg (fun M => Yᵀ * M) hroot
        _ = Yᵀ * S * C * (Cᵀ * F * C) := by simp only [Matrix.mul_assoc]
    have h2 : trace (Yᵀ * S * C * (Cᵀ * F * C)) = -trace (Yᵀ * S * C * (Cᵀ * F * C)) := by
      conv_lhs => rw [← trace_transpose, transpose_mul, hE, hT, hA, Matrix.mul_neg,
        trace_neg, Matrix.trace_mul_comm]
    exact (grad Y).congr_deriv (by rw [h1]; linarith)

end

end HartreeFockOrbitalGradient
```

```lean
#print axioms HartreeFockOrbitalGradient.orbital_gradient
#print axioms HartreeFockOrbitalGradient.stationary_iff_roothaan
```

```
'HartreeFockOrbitalGradient.orbital_gradient' depends on axioms: [propext, Classical.choice, Quot.sound]
'HartreeFockOrbitalGradient.stationary_iff_roothaan' depends on axioms: [propext, Classical.choice, Quot.sound]
```
